# For a potential of cutoff L and orbitals of cutoff K, the uniform-grid coefficients of Vψ up to K are always exact if and only if N > L + 2K

Functions live on an interval of length $2\pi$ with periodic boundary conditions. For an integer $q$, write $e_q(x)=e^{iqx}$. The potential and the orbital are finite sums of plane waves with complex coefficients,

$$V(x)=\sum_{|m|\le L}V_m\,e_m(x),\qquad \psi(x)=\sum_{|p|\le K}\psi_p\,e_p(x).$$

The grid has $N\ge 1$ points $x_j=2\pi j/N$, with $j=0,\dots,N-1$. The grid coefficient of a function $f$ at mode $k$ is the discrete Fourier sum with the factor $1/N$ on the forward transform:

$$\hat f_N(k)=\frac1N\sum_{j=0}^{N-1}f(x_j)\,e^{-ikx_j}.$$

The exact coefficient of $V\psi$ at mode $q$ is the convolution

$$c_q=\sum_{\substack{|m|\le L,\ |p|\le K\\ m+p=q}}V_m\psi_p .$$

## The aliasing sum and the threshold

Sampling adds up all exact coefficients whose modes differ by multiples of $N$:

$$\widehat{(V\psi)}_N(k)=\sum_{\substack{|q|\le L+K\\ q\equiv k\ (\mathrm{mod}\ N)}}c_q .$$

The coefficients with $|k|\le K$ are exact for every $V$ and $\psi$ if and only if $N>L+2K$. For $L=K$ the condition is $N>3K$. It fails at $N=3K$ with $K\ge1$: the choice $V=\psi=e_K$ puts a spurious coefficient 1 at mode $-K$.

## Applying a local potential on a grid

A plane-wave code can apply a local potential by transforming the orbital to the grid, multiplying by $V$, transforming back and keeping the modes up to $K$. For a one-dimensional, band-limited problem, the threshold says when this procedure equals the convolution. For $L=2K$, which is the cutoff of an orbital density, the condition becomes $N>4K$. Modes beyond $K$ can still be aliased on such a grid, so the exactness covers only the modes that are kept.

The same condition makes grid quadrature of a matrix element exact:

$$\frac1N\sum_{j}\overline{\varphi(x_j)}\,V(x_j)\psi(x_j)=\sum_{|k|\le K}\overline{\varphi_k}\,c_k,$$

where $\varphi$ is a second orbital of cutoff $K$ with coefficients $\varphi_k$. Seminumerical integration with Gaussian basis functions also puts products on a grid, but Gaussians are not band-limited, so this exactness does not carry over to them.

## From a geometric sum to the point count

**One plane wave.** The grid coefficient of $e_q$ at $k$ is

$$\frac1N\sum_{j=0}^{N-1}r^j,\qquad r=e^{2\pi i(q-k)/N}.$$

If $N$ divides $q-k$, then $r=1$ and the result is 1. Otherwise $r\ne1$ but $r^N=1$, so the sum is $(r^N-1)/(r-1)=0$.

**The product.** Since $e_me_p=e_{m+p}$, collecting terms of equal total frequency gives

$$V(x)\psi(x)=\sum_{|q|\le L+K}c_q\,e_q(x).$$

The grid coefficient is linear in the function, so the previous step keeps exactly those $c_q$ with $q\equiv k$ modulo $N$. This is the aliasing sum.

**Enough points.** Let $N>L+2K$ and $|k|\le K$. Every $q$ in the sum satisfies
$$|q-k|\le |q|+|k|\le L+2K<N.$$
The only multiple of $N$ that small is zero, so $q=k$ and the sum reduces to $c_k$.

**Too few points.** Let $1\le N\le L+2K$. It suffices to find two plane waves, $V=e_m$ and $\psi=e_p$, with $m+p=N-K$. Their product is folded onto $-K$, where the grid coefficient is 1 and the exact one is 0.

- If $N\le2K$, take $m=0$ and $p=N-K$. Then $1-K\le p\le K$.
- If $N>2K$, take $m=N-2K$ and $p=K$. Then $1\le m\le L$.

**The matrix element.** Expanding $\overline{\varphi(x_j)}=\sum_k\overline{\varphi_k}\,e_{-k}(x_j)$ and exchanging the sums turns the quadrature into $\sum_k\overline{\varphi_k}\,\widehat{(V\psi)}_N(k)$. Each grid coefficient here has $|k|\le K$ and equals $c_k$.

## Three points against four for K = 1

Take $L=K=1$ and $V=\psi=e^{ix}$, so that $V\psi=e^{2ix}$ and $c_{-1}=0$. The coefficient at $k=-1$ averages $e^{2ix_j}e^{ix_j}=e^{3ix_j}$ over the grid.

With $N=3$ the points are $0,\,2\pi/3,\,4\pi/3$, the three terms are $1,1,1$, and the grid coefficient is 1. With $N=4$ the terms are $1,-i,-1,i$, which sum to 0, the exact value. For $\varphi=e^{-ix}$, the three-point quadrature of the matrix element likewise gives 1 instead of 0.

## The Lean file

```lean
import Mathlib

open scoped Real ComplexConjugate

namespace GridPotentialAliasing

noncomputable section

/-- The plane wave `exp(i q x)` with integer frequency `q`. -/
def planeWave (q : ℤ) (x : ℝ) : ℂ := Complex.exp (q * x * Complex.I)

/-- The trigonometric polynomial with coefficients `a k` for `|k| ≤ K`. -/
def trigPoly (K : ℕ) (a : ℤ → ℂ) (x : ℝ) : ℂ :=
  ∑ k ∈ Finset.Icc (-(K : ℤ)) K, a k * planeWave k x

/-- The grid point `x_j = 2πj/N`, for `N ≥ 1`. -/
def gridPoint (N j : ℕ) : ℝ := 2 * π * j / N

/-- The discrete Fourier coefficient at mode `k` of a function sampled on `N ≥ 1` points. -/
def gridCoeff (N : ℕ) (f : ℝ → ℂ) (k : ℤ) : ℂ :=
  (∑ j ∈ Finset.range N, f (gridPoint N j) * planeWave (-k) (gridPoint N j)) / N

/-- The convolution of the coefficients of a potential (cutoff `L`) and an orbital
(cutoff `K`), at mode `q`. -/
def prodCoeff (L K : ℕ) (V ψ : ℤ → ℂ) (q : ℤ) : ℂ :=
  ∑ m ∈ Finset.Icc (-(L : ℤ)) L, ∑ p ∈ Finset.Icc (-(K : ℤ)) K,
    if m + p = q then V m * ψ p else 0

/-- The coefficients of a single plane wave of frequency `m`. -/
def pureMode (m k : ℤ) : ℂ := if k = m then 1 else 0

/-- Frequencies add when plane waves are multiplied. -/
theorem planeWave_mul (p q : ℤ) (x : ℝ) :
    planeWave p x * planeWave q x = planeWave (p + q) x := by
  unfold planeWave
  rw [← Complex.exp_add]
  congr 1
  push_cast
  ring

/-- On the grid, a plane wave of frequency `q` has coefficient one at every mode congruent
to `q` modulo `N`, and zero at all others. -/
theorem gridCoeff_planeWave {N : ℕ} (hN : 0 < N) (q k : ℤ) :
    gridCoeff N (planeWave q) k = if (N : ℤ) ∣ q - k then 1 else 0 := by
  have hN' : (N : ℂ) ≠ 0 := by exact_mod_cast hN.ne'
  -- the samples form a geometric progression
  have hsum : gridCoeff N (planeWave q) k = (∑ j ∈ Finset.range N,
      Complex.exp (2 * π * Complex.I * ((q - k : ℤ) : ℂ) / N) ^ j) / N := by
    unfold gridCoeff
    congr 1
    refine Finset.sum_congr rfl fun j _ => ?_
    rw [planeWave_mul, ← Complex.exp_nat_mul]
    unfold planeWave gridPoint
    congr 1
    push_cast
    ring
  rw [hsum]
  by_cases h : (N : ℤ) ∣ q - k
  · rw [if_pos h]
    obtain ⟨n, hn⟩ := h
    have h1 : Complex.exp (2 * π * Complex.I * ((q - k : ℤ) : ℂ) / N) = 1 := by
      rw [Complex.exp_eq_one_iff]
      refine ⟨n, ?_⟩
      rw [hn, div_eq_iff hN']
      push_cast
      ring
    rw [h1]
    simp [hN']
  · rw [if_neg h]
    have h1 : Complex.exp (2 * π * Complex.I * ((q - k : ℤ) : ℂ) / N) ≠ 1 := by
      intro he
      obtain ⟨n, hn⟩ := Complex.exp_eq_one_iff.1 he
      rw [div_eq_iff hN'] at hn
      have h2 : ((q - k : ℤ) : ℂ) = (N : ℂ) * n := by
        apply mul_left_cancel₀ Complex.two_pi_I_ne_zero
        linear_combination hn
      exact h ⟨n, by exact_mod_cast h2⟩
    have h3 : Complex.exp (2 * π * Complex.I * ((q - k : ℤ) : ℂ) / N) ^ N = 1 := by
      rw [← Complex.exp_nat_mul, Complex.exp_eq_one_iff]
      refine ⟨q - k, ?_⟩
      rw [mul_div_assoc', div_eq_iff hN']
      ring
    rw [geom_sum_eq h1, h3, sub_self, zero_div, zero_div]

/-- The product of potential and orbital is the trigonometric polynomial of cutoff `L + K`
whose coefficients are given by the convolution. -/
theorem trigPoly_mul (L K : ℕ) (V ψ : ℤ → ℂ) (x : ℝ) :
    trigPoly L V x * trigPoly K ψ x = trigPoly (L + K) (prodCoeff L K V ψ) x := by
  symm
  unfold trigPoly prodCoeff
  rw [Finset.sum_mul_sum]
  simp only [Finset.sum_mul]
  rw [Finset.sum_comm]
  refine Finset.sum_congr rfl fun m hm => ?_
  rw [Finset.sum_comm]
  refine Finset.sum_congr rfl fun p hp => ?_
  rw [Finset.mem_Icc] at hm hp
  rw [Finset.sum_eq_single (m + p)]
  · rw [if_pos rfl, ← planeWave_mul]
    ring
  · intro q _ hq
    rw [if_neg (Ne.symm hq), zero_mul]
  · intro hq
    exact absurd (Finset.mem_Icc.2 ⟨by omega, by omega⟩) hq

/-- The grid coefficient of `Vψ` at mode `k` is the sum of the exact coefficients over all
modes congruent to `k` modulo `N`. -/
theorem gridCoeff_mul {N : ℕ} (hN : 0 < N) (L K : ℕ) (V ψ : ℤ → ℂ) (k : ℤ) :
    gridCoeff N (fun x => trigPoly L V x * trigPoly K ψ x) k =
      ∑ q ∈ (Finset.Icc (-((L + K : ℕ) : ℤ)) (L + K : ℕ)).filter
        (fun q => (N : ℤ) ∣ q - k), prodCoeff L K V ψ q := by
  have hlin : gridCoeff N (fun x => trigPoly L V x * trigPoly K ψ x) k =
      ∑ q ∈ Finset.Icc (-((L + K : ℕ) : ℤ)) (L + K : ℕ),
        prodCoeff L K V ψ q * gridCoeff N (planeWave q) k := by
    simp only [trigPoly_mul]
    simp only [gridCoeff, trigPoly, Finset.sum_mul, Finset.sum_div, Finset.mul_sum]
    rw [Finset.sum_comm]
    refine Finset.sum_congr rfl fun q _ => Finset.sum_congr rfl fun j _ => ?_
    ring
  rw [hlin, Finset.sum_filter]
  refine Finset.sum_congr rfl fun q _ => ?_
  rw [gridCoeff_planeWave hN, mul_ite, mul_one, mul_zero]

/-- With more than `L + 2K` grid points, every coefficient of `Vψ` with `|k| ≤ K` is exact. -/
theorem gridCoeff_exact {N L K : ℕ} (hN : L + 2 * K < N) (V ψ : ℤ → ℂ) {k : ℤ}
    (hk : |k| ≤ (K : ℤ)) :
    gridCoeff N (fun x => trigPoly L V x * trigPoly K ψ x) k = prodCoeff L K V ψ k := by
  obtain ⟨hk1, hk2⟩ := abs_le.1 hk
  rw [gridCoeff_mul (by omega)]
  apply Finset.sum_eq_single k
  · intro q hq hqk
    rw [Finset.mem_filter, Finset.mem_Icc] at hq
    obtain ⟨⟨hq1, hq2⟩, n, hn⟩ := hq
    -- a nonzero multiple of N is too large to connect q and k
    exfalso
    have hNz : (L : ℤ) + 2 * K < N := by exact_mod_cast hN
    push_cast at hq1 hq2
    rcases lt_trichotomy n 0 with h | h | h
    · nlinarith
    · rw [h, mul_zero] at hn
      exact hqk (by omega)
    · nlinarith
  · intro h
    exact absurd (Finset.mem_filter.2
      ⟨Finset.mem_Icc.2 ⟨by omega, by omega⟩, by simp⟩) h

/-- If the total frequency `m + p` of two plane waves differs from `k` by a nonzero multiple
of `N`, their product has grid coefficient one at `k` but exact coefficient zero. -/
theorem pureMode_aliases {N L K : ℕ} (hN : 0 < N) {m p k : ℤ} (hm : |m| ≤ (L : ℤ))
    (hp : |p| ≤ (K : ℤ)) (hd : (N : ℤ) ∣ m + p - k) (hne : m + p ≠ k) :
    gridCoeff N (fun x => trigPoly L (pureMode m) x * trigPoly K (pureMode p) x) k = 1 ∧
      prodCoeff L K (pureMode m) (pureMode p) k = 0 := by
  have hpure : ∀ (M : ℕ) (r : ℤ), |r| ≤ (M : ℤ) → ∀ x,
      trigPoly M (pureMode r) x = planeWave r x := by
    intro M r hr x
    unfold trigPoly
    rw [Finset.sum_eq_single r]
    · simp [pureMode]
    · intro b _ hb
      simp [pureMode, hb]
    · intro h
      exact absurd (Finset.mem_Icc.2 (abs_le.1 hr)) h
  constructor
  · simp only [hpure L m hm, hpure K p hp, planeWave_mul]
    exact (gridCoeff_planeWave hN (m + p) k).trans (if_pos hd)
  · refine Finset.sum_eq_zero fun a _ => Finset.sum_eq_zero fun b _ => ?_
    split_ifs with h
    · by_cases ha : a = m
      · have hb : b ≠ p := by
          intro hb
          exact hne (by rw [← ha, ← hb, h])
        simp [pureMode, hb]
      · simp [pureMode, ha]
    · rfl

/-- The grid gives the exact coefficients of `Vψ` at all `|k| ≤ K`, for every potential of
cutoff `L` and orbital of cutoff `K`, if and only if `N > L + 2K`. -/
theorem grid_exact_iff {N : ℕ} (hN : 0 < N) (L K : ℕ) :
    (∀ (V ψ : ℤ → ℂ) (k : ℤ), |k| ≤ (K : ℤ) →
      gridCoeff N (fun x => trigPoly L V x * trigPoly K ψ x) k = prodCoeff L K V ψ k) ↔
    L + 2 * K < N := by
  refine ⟨fun h => ?_, fun h V ψ k hk => gridCoeff_exact h V ψ hk⟩
  by_contra hle
  -- two plane waves of total frequency N - K are folded onto -K
  have key : ∀ m p : ℤ, |m| ≤ (L : ℤ) → |p| ≤ (K : ℤ) → m + p = N - K → False := by
    intro m p hm hp hs
    obtain ⟨h1, h0⟩ := pureMode_aliases (k := -(K : ℤ)) hN hm hp
      ⟨1, by rw [hs]; ring⟩ (by omega)
    have h2 := h (pureMode m) (pureMode p) (-(K : ℤ)) (by simp)
    rw [h1, h0] at h2
    exact one_ne_zero h2
  by_cases h2 : N ≤ 2 * K
  · exact key 0 (N - K) (by simp) (abs_le.2 ⟨by omega, by omega⟩) (by ring)
  · exact key (N - 2 * K) K (abs_le.2 ⟨by omega, by omega⟩) (by simp) (by ring)

/-- For `K ≥ 1` and `V = ψ = exp(iKx)` on `N = 3K` points, the grid coefficient of `Vψ` at mode `-K`
is one, while the exact coefficient is zero. -/
theorem aliasing_at_three_K {K : ℕ} (hK : 1 ≤ K) :
    gridCoeff (3 * K) (fun x => trigPoly K (pureMode K) x * trigPoly K (pureMode K) x)
        (-(K : ℤ)) = 1 ∧
      prodCoeff K K (pureMode K) (pureMode K) (-(K : ℤ)) = 0 :=
  pureMode_aliases (by omega) (by simp) (by simp) ⟨1, by push_cast; ring⟩ (by omega)

/-- With more than `L + 2K` points, grid quadrature of the matrix element of `V` between
orbitals `φ` and `ψ` of cutoff `K` equals its expression in exact Fourier coefficients. -/
theorem grid_matrix_element {N L K : ℕ} (hN : L + 2 * K < N) (V φ ψ : ℤ → ℂ) :
    (∑ j ∈ Finset.range N, conj (trigPoly K φ (gridPoint N j)) *
      (trigPoly L V (gridPoint N j) * trigPoly K ψ (gridPoint N j))) / N =
    ∑ k ∈ Finset.Icc (-(K : ℤ)) K, conj (φ k) * prodCoeff L K V ψ k := by
  have hconj : ∀ (k : ℤ) (x : ℝ), conj (planeWave k x) = planeWave (-k) x := by
    intro k x
    unfold planeWave
    rw [← Complex.exp_conj]
    congr 1
    simp only [map_mul, Complex.conj_ofReal, Complex.conj_I, map_intCast]
    push_cast
    ring
  -- expand the bra and recognise the grid coefficients of Vψ
  have hR : ∑ k ∈ Finset.Icc (-(K : ℤ)) K, conj (φ k) * prodCoeff L K V ψ k =
      ∑ k ∈ Finset.Icc (-(K : ℤ)) K, conj (φ k) *
        gridCoeff N (fun x => trigPoly L V x * trigPoly K ψ x) k :=
    Finset.sum_congr rfl fun k hk => by
      rw [gridCoeff_exact hN V ψ (abs_le.2 (Finset.mem_Icc.1 hk))]
  have hbra : ∀ x, conj (trigPoly K φ x) =
      ∑ k ∈ Finset.Icc (-(K : ℤ)) K, conj (φ k) * planeWave (-k) x := by
    intro x
    simp only [trigPoly, map_sum, map_mul, hconj]
  rw [hR]
  simp only [hbra, gridCoeff]
  simp only [Finset.sum_mul, Finset.sum_div]
  rw [Finset.sum_comm]
  refine Finset.sum_congr rfl fun k _ => ?_
  rw [Finset.mul_sum]
  refine Finset.sum_congr rfl fun j _ => ?_
  ring

end

end GridPotentialAliasing
```

```lean
#print axioms GridPotentialAliasing.grid_exact_iff
-- 'GridPotentialAliasing.grid_exact_iff' depends on axioms: [propext, Classical.choice, Quot.sound]
#print axioms GridPotentialAliasing.aliasing_at_three_K
-- 'GridPotentialAliasing.aliasing_at_three_K' depends on axioms: [propext, Classical.choice, Quot.sound]
#print axioms GridPotentialAliasing.grid_matrix_element
-- 'GridPotentialAliasing.grid_matrix_element' depends on axioms: [propext, Classical.choice, Quot.sound]
```

## How the code states and proves the formulas

A coefficient list is a function `ℤ → ℂ`, of which `trigPoly K a` uses only the values with $|k|\le K$. `gridCoeff N f k` is $\hat f_N(k)$, `prodCoeff L K V ψ q` is $c_q$, and `pureMode m` is the coefficient list of $e_m$. Congruence modulo $N$ is written as the divisibility `(N : ℤ) ∣ q - k`.

`gridCoeff_planeWave` is the geometric sum. `trigPoly_mul` is the pointwise product formula; it ties the convolution to the actual function $V\psi$. In `gridCoeff_mul`, the intermediate claim `hlin` is linearity, and the filtered sum that follows is the aliasing sum.

`gridCoeff_exact` uses `Finset.sum_eq_single k` to reduce that sum to one term. For any other contributing $q$ it writes $q-k=Nn$ and splits on the sign of the integer $n$: `nlinarith` rules out positive and negative $n$ by size, and $n=0$ forces $q=k$.

`pureMode_aliases` computes the grid and exact coefficients for two plane waves whose total frequency differs from $k$ by a nonzero multiple of $N$. `grid_exact_iff` combines it with `gridCoeff_exact`: its local statement `key` derives a contradiction from any admissible pair with $m+p=N-K$, and the final case split supplies the two pairs found above. `aliasing_at_three_K` is the instance $m=p=K$, $k=-K$, $N=3K$. `grid_matrix_element` expands the bra and applies `gridCoeff_exact` to each term.

## `Complex.exp_eq_one_iff` turns phases into divisibility

The proof turns on a Mathlib lemma which says that $e^z=1$ exactly when $z=n\cdot 2\pi i$ for some integer $n$. `gridCoeff_planeWave` uses it three times.

When $N$ divides $q-k$, the quotient is the required integer, so $r=1$. When it does not, the lemma is read in the other direction: if $r$ were 1, there would be an integer $n$ with $2\pi i(q-k)/N=2\pi i\,n$. Clearing the denominator and cancelling $2\pi i$ leaves $q-k=Nn$ as an equation between complex numbers, and `exact_mod_cast` carries it back to the integers, where it contradicts the assumption. The third use, with the integer $q-k$ itself, gives $r^N=1$. After that `geom_sum_eq` evaluates the sum. The later theorems combine this result with integer arithmetic, rearrangement of finite sums and the rules for multiplying and conjugating plane waves.

## Band limits, real potentials and rounding

The equivalence concerns all $V$ and $\psi$ of the given cutoffs at once. Below the threshold some pair fails, though a particular pair may still come out exact.

For $N>2K$ the failing pairs in the proof use a complex exponential as the potential, so `grid_exact_iff` does not by itself settle whether real potentials need as many points. They do, by a short calculation that is not in the file. If $2K<N\le L+2K$, put $m=N-2K$ and let $V=2\cos(mx)$ act on $e_K$. The product is $e_{N-K}+e_{K-m}$. The first term is folded onto $-K$ and adds a spurious 1 there. The second cannot cancel it, because its grid coefficient at $-K$ is never smaller than its exact one. If $N\le2K$, the potential used in the proof is the constant 1, which is already real.

The potential must have a finite cutoff. If $V$ has a tail beyond $L$, the theorems apply to its truncation and give no estimate of the error from the tail. The right-hand side of `grid_matrix_element` is a sum over Fourier coefficients; its identification with $\frac{1}{2\pi}\int_0^{2\pi}\overline{\varphi}\,V\psi\,dx$ rests on the usual orthogonality of plane waves, which the file does not formalise.

The setting is one-dimensional and the arithmetic is exact. Rounding errors, a particular FFT implementation and its ordering of modes, and three-dimensional cells with spherical energy cutoffs all need separate treatment.
